# Positive completely passive populations on finitely many levels, not all of equal energy, are Gibbs populations with β ≥ 0

A system has energy levels labelled by the elements i of a type `ι`. Level i has energy E_i and population p_i, written `E i` and `p i` in Lean, both real numbers. The populations are the diagonal entries of a state with no coherences between energy levels.

```lean
import Mathlib

open Finset

namespace CompletePassivity

noncomputable section

variable {ι : Type*}
```

A level of n identical, non-interacting copies is a tuple a = (a_1, …, a_n), in Lean a function `a : Fin n → ι`, whose entries are numbered from 0. Its total energy is the sum

E_tot(a) = Σ_k E_{a_k}.

```lean
/-- Total energy of an `n`-copy level, given as a tuple of single-copy levels. -/
def energy (E : ι → ℝ) {n : ℕ} (a : Fin n → ι) : ℝ := ∑ k, E (a k)
```

The copies are also statistically independent, so the population of the tuple is the product

w(a) = Π_k p_{a_k}.

```lean
/-- Population of an `n`-copy level when the copies are independent. -/
def weight (p : ι → ℝ) {n : ℕ} (a : Fin n → ι) : ℝ := ∏ k, p (a k)
```

Populations are completely passive if, for every n and all tuples a and b of length n, E_tot(a) < E_tot(b) implies w(b) ≤ w(a). Tuples of equal total energy are not compared. The definition itself requires neither positive nor normalised populations; those conditions appear as hypotheses where they are used.

```lean
/-- Complete passivity: for any number of copies, a level of strictly lower total energy
is populated at least as much. -/
def CompletelyPassive (E p : ι → ℝ) : Prop :=
  ∀ (n : ℕ) (a b : Fin n → ι), energy E a < energy E b → weight p b ≤ weight p a
```

For finitely many levels, the Gibbs population at inverse temperature β, with Boltzmann's constant set to 1, is e^(−βE_i)/Z, where Z = Σ_j e^(−βE_j).

```lean
/-- The Gibbs distribution at inverse temperature `β` on a nonempty finite set of levels. -/
def gibbs [Fintype ι] (E : ι → ℝ) (β : ℝ) (i : ι) : ℝ :=
  Real.exp (-β * E i) / ∑ j, Real.exp (-β * E j)
```

For finite spectra, non-interacting copies and states without coherences, the results below connect thermal populations with the impossibility of extracting work by permuting levels. General unitaries and interacting copies are not treated.

## (a) Complete passivity as the absence of extractable work

A permutation σ of the n-copy levels moves the population of a to the level σ(a). For finitely many levels, show that complete passivity is equivalent to the following inequality for every n and every σ:

Σ_a w(a) E_tot(a) ≤ Σ_a w(a) E_tot(σ(a)).

**Solution.** Assume complete passivity. List the tuples by increasing energy and, among equal energies, by decreasing weight. The weights then decrease, or stay equal, along the whole list. A permutation assigns the same energies in another order. Suppose an earlier tuple with weight w₁ receives energy e₁, a later one with weight w₂ ≤ w₁ receives e₂, and e₁ > e₂. Exchanging the two energies changes the sum by

(w₁ − w₂)(e₂ − e₁) ≤ 0.

Repeated exchanges sort the energies and lead to the left-hand sum, which is therefore the smallest. This is the rearrangement inequality, which Lean takes from Mathlib once `hv` has recorded the opposite ordering of weights and energies.

Conversely, let E_tot(a) < E_tot(b) and let σ exchange only a and b. The weighted sum of energies, which is the mean energy for normalised populations, changes by

w(a)[E_tot(b) − E_tot(a)] + w(b)[E_tot(a) − E_tot(b)] = [w(a) − w(b)][E_tot(b) − E_tot(a)].

This is nonnegative by assumption and the second factor is positive, so w(b) ≤ w(a). In Lean, `h2` reduces the sum to these two terms.

```lean
/-- For finitely many levels, complete passivity holds exactly when, for any number of copies, no
permutation of the levels lowers the sum of the energies weighted by the populations. This sum is
the mean energy if the populations are normalised. -/
theorem completelyPassive_iff_no_work [Fintype ι] (E p : ι → ℝ) :
    CompletelyPassive E p ↔ ∀ (n : ℕ) (σ : Equiv.Perm (Fin n → ι)),
      ∑ a : Fin n → ι, weight p a * energy E a
        ≤ ∑ a : Fin n → ι, weight p a * energy E (σ a) := by
  classical
  constructor
  · -- the rearrangement inequality
    intro h n σ
    have hv : Antivary (weight p (n := n)) (energy E (n := n)) :=
      fun a b hab => h n a b hab
    exact hv.sum_mul_le_sum_mul_comp_perm
  · -- exchange just the two levels that are compared
    intro h n a b hab
    have hne : a ≠ b := by
      rintro rfl
      exact lt_irrefl _ hab
    have h1 := h n (Equiv.swap a b)
    have h2 : ∑ x : Fin n → ι, weight p x * (energy E (Equiv.swap a b x) - energy E x)
        = weight p a * (energy E b - energy E a)
          + weight p b * (energy E a - energy E b) := by
      rw [Fintype.sum_eq_add a b hne]
      · rw [Equiv.swap_apply_left, Equiv.swap_apply_right]
      · rintro x ⟨ha, hb⟩
        rw [Equiv.swap_apply_of_ne_of_ne ha hb, sub_self, mul_zero]
    simp only [mul_sub, Finset.sum_sub_distrib] at h2
    by_contra hw
    have h3 := mul_pos (sub_pos.mpr (not_le.mp hw)) (sub_pos.mpr hab)
    nlinarith
```

## (b) From many copies to logarithms

Let all p_i be positive and completely passive, and let i, j, l, u be levels. For natural numbers m and k with

m E_i + k E_l < m E_j + k E_u,

show that

m ln p_j + k ln p_u ≤ m ln p_i + k ln p_l.

**Solution.** Take m + k copies. Let a consist of m entries i followed by k entries l, and b of m entries j followed by k entries u. The assumption says E_tot(a) < E_tot(b), so complete passivity gives

p_j^m p_u^k ≤ p_i^m p_l^k.

Both sides are positive, and taking logarithms gives the claim. `Fin.append` builds the two tuples, `h2` is the inequality between products, and `h3` is its logarithm.

```lean
/-- For positive completely passive populations, if `m` copies of `i` and `k` of `l` have strictly
lower total energy than `m` copies of `j` and `k` of `u`, then the logarithm of their joint
population is at least as large. -/
theorem log_weight_le {E p : ι → ℝ} (hp : ∀ i, 0 < p i) (h : CompletelyPassive E p)
    (i j l u : ι) (m k : ℕ) (hE : m * E i + k * E l < m * E j + k * E u) :
    m * Real.log (p j) + k * Real.log (p u) ≤ m * Real.log (p i) + k * Real.log (p l) := by
  have h1 := h (m + k) (Fin.append (fun _ => i) (fun _ => l))
    (Fin.append (fun _ => j) (fun _ => u)) (by simpa [energy, Fin.sum_univ_add] using hE)
  have h2 : p j ^ m * p u ^ k ≤ p i ^ m * p l ^ k := by
    simpa [weight, Fin.prod_univ_add] using h1
  have h3 := Real.log_le_log (mul_pos (pow_pos (hp j) m) (pow_pos (hp u) k)) h2
  rw [Real.log_mul (pow_pos (hp j) m).ne' (pow_pos (hp u) k).ne',
    Real.log_mul (pow_pos (hp i) m).ne' (pow_pos (hp l) k).ne'] at h3
  simpa only [Real.log_pow] using h3
```

## (c) Comparing two energy gaps

Under the same conditions on p, let E_j ≤ E_i and E_l < E_u. Show that

(ln p_j − ln p_i)(E_u − E_l) ≤ (E_i − E_j)(ln p_l − ln p_u).

**Solution.** Write d = E_u − E_l > 0, g = E_i − E_j ≥ 0, A = ln p_j − ln p_i and D = ln p_l − ln p_u. Part (b) with m = 0 and k = 1 compares single copies of l and u and gives D ≥ 0.

For any m, let k be the integer part of mg/d, so that

kd ≤ mg < (k + 1)d.

The right-hand inequality says m E_i + (k + 1)E_l < m E_j + (k + 1)E_u. Part (b), with k + 1 in place of k, gives mA ≤ (k + 1)D. Multiplying by d and using kd ≤ mg,

mAd ≤ kdD + dD ≤ mgD + dD.

Hence m(Ad − gD) ≤ dD for every m. If Ad − gD were positive, a large enough m would violate this, so Ad ≤ gD.

Lean argues by contradiction: `exists_nat_gt` supplies an m above dD/(Ad − gD), the floor function supplies k, and `h4` to `h6` are the estimates above.

```lean
/-- For positive completely passive populations and `E j ≤ E i`, `E l < E u`, the drop of
`log p` from `j` to `i` is at most the drop from `l` to `u` scaled by the ratio of the gaps. -/
theorem slope_le {E p : ι → ℝ} (hp : ∀ i, 0 < p i) (h : CompletelyPassive E p)
    {i j l u : ι} (hij : E j ≤ E i) (hlu : E l < E u) :
    (Real.log (p j) - Real.log (p i)) * (E u - E l)
      ≤ (E i - E j) * (Real.log (p l) - Real.log (p u)) := by
  have hd : 0 < E u - E l := sub_pos.mpr hlu
  have hD : 0 ≤ Real.log (p l) - Real.log (p u) := by
    have h0 := log_weight_le hp h l l l u 0 1 (by push_cast; linarith)
    push_cast at h0
    linarith
  by_contra hc
  have hgap := sub_pos.mpr (not_le.mp hc)
  -- enough copies make any violation larger than the rounding error
  obtain ⟨m, hm⟩ := exists_nat_gt
    ((Real.log (p l) - Real.log (p u)) * (E u - E l) /
      ((Real.log (p j) - Real.log (p i)) * (E u - E l)
        - (E i - E j) * (Real.log (p l) - Real.log (p u))))
  rw [div_lt_iff₀ hgap] at hm
  have hx : 0 ≤ (m : ℝ) * (E i - E j) / (E u - E l) :=
    div_nonneg (mul_nonneg (Nat.cast_nonneg m) (sub_nonneg.mpr hij)) hd.le
  obtain ⟨k, h1, h2⟩ : ∃ k : ℕ, (k : ℝ) * (E u - E l) ≤ m * (E i - E j) ∧
      (m : ℝ) * (E i - E j) < (k + 1) * (E u - E l) :=
    ⟨_, (le_div_iff₀ hd).mp (Nat.floor_le hx),
      (div_lt_iff₀ hd).mp (Nat.lt_floor_add_one _)⟩
  have h3 := log_weight_le hp h i j l u m (k + 1) (by push_cast; linarith)
  push_cast at h3
  have h4 : (m : ℝ) * (Real.log (p j) - Real.log (p i))
      ≤ (k + 1) * (Real.log (p l) - Real.log (p u)) := by linarith
  have h5 := mul_le_mul_of_nonneg_right h4 hd.le
  have h6 := mul_le_mul_of_nonneg_right h1 hD
  linarith
```

## (d) Gibbs populations are completely passive

For finitely many levels and β ≥ 0, show that Gibbs populations satisfy

w(a) = e^(−βE_tot(a)) / Z^n

for every tuple a of length n, and that they are completely passive.

**Solution.** Multiply the n factors e^(−βE_{a_k})/Z. The exponents add up to −βE_tot(a) and the denominators give Z^n. If E_tot(a) < E_tot(b), then −βE_tot(b) ≤ −βE_tot(a) because β ≥ 0. The exponential is increasing and both weights have the same denominator, so w(b) ≤ w(a). The product formula is `hw` in the code.

```lean
/-- A Gibbs distribution with `β ≥ 0` is completely passive. -/
theorem gibbs_completelyPassive [Fintype ι] (E : ι → ℝ) {β : ℝ} (hβ : 0 ≤ β) :
    CompletelyPassive E (gibbs E β) := by
  -- the weight of a tuple depends only on its total energy
  have hw : ∀ (n : ℕ) (a : Fin n → ι), weight (gibbs E β) a
      = Real.exp (-β * energy E a) / (∑ j, Real.exp (-β * E j)) ^ n := by
    intro n a
    simp only [weight, gibbs, energy]
    rw [Finset.prod_div_distrib, ← Real.exp_sum, Finset.mul_sum, Finset.prod_const,
      Finset.card_univ, Fintype.card_fin]
  intro n a b hab
  rw [hw, hw]
  have h1 := mul_le_mul_of_nonneg_left hab.le hβ
  exact div_le_div_of_nonneg_right (Real.exp_le_exp.mpr (by linarith)) (by positivity)
```

## (e) The equivalence

Let finitely many populations be positive with sum 1, and let at least two energies differ. Show that p is completely passive if and only if there is a β ≥ 0 such that, for all i,

p_i = e^(−βE_i) / Z.

**Solution.** Part (d) gives one direction. For the other, fix levels with E_l < E_u and keep d and D from part (c).

If E_j < E_i, apply (c) twice, the second time with the two pairs of levels exchanged. The two inequalities are opposite, so

(ln p_j − ln p_i)d = (E_i − E_j)D.

If E_j = E_i, part (c) gives (ln p_j − ln p_i)d ≤ 0, and exchanging i and j gives the reverse inequality. The equation therefore holds again, with both sides zero. These cases form `key`.

Set β = D/d, which is nonnegative because D ≥ 0. Comparing each level i with l gives

ln p_i = ln p_l + βE_l − βE_i,

so p_i = C e^(−βE_i) with C = e^(ln p_l + βE_l); this is `hform`. Summing over i gives CZ = 1, which is `hC`, and hence C = 1/Z.

The hypotheses have a physical meaning. Positivity means that every level is occupied, which leaves out zero temperature: populations 1, 0 on energies 0, 1 are completely passive, but they are only the limit β → ∞ of Gibbs populations. If two levels have equal energy and there are no others, no two tuples are ever compared, so populations 2/3, 1/3 are completely passive without being Gibbs.

The smallest case of the theorem has two levels with E_l < E_u. There 0 < p_u ≤ p_l already suffices, with β = ln(p_l/p_u)/(E_u − E_l). A third level brings a real constraint. Populations 4/7, 2/7, 1/7 on energies 0, 1, 2 meet it: they halve at each step, so β = ln 2 and Z = 1 + 1/2 + 1/4 = 7/4. These small examples are worked by hand only.

```lean
/-- A positive probability vector on finitely many levels, not all of equal energy, is
completely passive if and only if it is a Gibbs distribution with some `β ≥ 0`. -/
theorem completelyPassive_iff_gibbs [Fintype ι] {E p : ι → ℝ} (hp : ∀ i, 0 < p i)
    (hsum : ∑ i, p i = 1) (hE : ∃ i j, E i ≠ E j) :
    CompletelyPassive E p ↔ ∃ β : ℝ, 0 ≤ β ∧ p = gibbs E β := by
  refine ⟨fun h => ?_, fun ⟨β, hβ, hg⟩ => hg ▸ gibbs_completelyPassive E hβ⟩
  obtain ⟨l, u, hlu⟩ : ∃ l u, E l < E u := by
    obtain ⟨i, j, hij⟩ := hE
    rcases lt_or_gt_of_ne hij with h1 | h1
    · exact ⟨i, j, h1⟩
    · exact ⟨j, i, h1⟩
  have hd : 0 < E u - E l := sub_pos.mpr hlu
  -- all pairs of levels share one slope
  have key : ∀ i j, E j ≤ E i → (Real.log (p j) - Real.log (p i)) * (E u - E l)
      = (E i - E j) * (Real.log (p l) - Real.log (p u)) := by
    intro i j hij
    apply le_antisymm (slope_le hp h hij hlu)
    rcases hij.lt_or_eq with h1 | h1
    · have h2 := slope_le hp h hlu.le h1
      linarith
    · have h2 := slope_le hp h h1.ge hlu
      rw [h1] at h2 ⊢
      linarith
  obtain ⟨β, hβ⟩ : ∃ β : ℝ, β * (E u - E l) = Real.log (p l) - Real.log (p u) :=
    ⟨_, div_mul_cancel₀ _ hd.ne'⟩
  have hβ0 : 0 ≤ β := by
    have h0 := log_weight_le hp h l l l u 0 1 (by push_cast; linarith)
    push_cast at h0
    by_contra hc
    have h1 := mul_neg_of_neg_of_pos (not_le.mp hc) hd
    linarith
  have hform : ∀ i, p i = Real.exp (Real.log (p l) + β * E l) * Real.exp (-β * E i) := by
    intro i
    have h1 : (Real.log (p l) - Real.log (p i)) * (E u - E l)
        = (E i - E l) * (Real.log (p l) - Real.log (p u)) := by
      rcases le_total (E l) (E i) with h2 | h2
      · exact key i l h2
      · linear_combination -(key l i h2)
    have h3 : Real.log (p i) = Real.log (p l) + β * E l + -β * E i := by
      apply mul_right_cancel₀ hd.ne'
      linear_combination -h1 + (E i - E l) * hβ
    rw [← Real.exp_add, ← h3, Real.exp_log (hp i)]
  -- normalisation fixes the prefactor
  have hC : Real.exp (Real.log (p l) + β * E l) * ∑ j, Real.exp (-β * E j) = 1 := by
    rw [Finset.mul_sum, ← hsum]
    exact Finset.sum_congr rfl fun i _ => (hform i).symm
  have hZ : ∑ j, Real.exp (-β * E j) ≠ 0 := by
    intro h0
    rw [h0, mul_zero] at hC
    exact zero_ne_one hC
  refine ⟨β, hβ0, funext fun i => ?_⟩
  rw [gibbs, eq_div_iff hZ, hform i]
  linear_combination Real.exp (-β * E i) * hC
```

## (f) The inverse temperature is unique

Let the number of levels be finite and E_i ≠ E_j for some pair. If the Gibbs populations at β and γ agree, show that

β = γ.

**Solution.** The logarithm of a Gibbs population is −βE_i − ln Z. Subtracting the values at i and j removes ln Z, and equality of the populations gives

−β(E_i − E_j) = −γ(E_i − E_j).

Divide by −(E_i − E_j), which is nonzero. In Lean, `hlog` is the formula for the logarithm, and the last two lines subtract and cancel.

```lean
/-- If two levels differ in energy, the Gibbs distribution determines `β`. -/
theorem gibbs_beta_unique [Fintype ι] {E : ι → ℝ} {i j : ι} (hij : E i ≠ E j) {β γ : ℝ}
    (h : gibbs E β = gibbs E γ) : β = γ := by
  have hlog : ∀ (b : ℝ) (k : ι), Real.log (gibbs E b k)
      = -b * E k - Real.log (∑ x, Real.exp (-b * E x)) := by
    intro b k
    have hZ : 0 < ∑ x, Real.exp (-b * E x) :=
      Finset.sum_pos (fun _ _ => Real.exp_pos _) ⟨k, Finset.mem_univ k⟩
    rw [gibbs, Real.log_div (Real.exp_ne_zero _) hZ.ne', Real.log_exp]
  have hi := hlog β i
  have hj := hlog β j
  rw [h, hlog γ] at hi hj
  apply mul_right_cancel₀ (sub_ne_zero.mpr hij)
  linear_combination hi - hj
```

## (g) One copy is not enough

Levels 0, 1, 2 have energies 0, 2, 3 and populations 2/5, 2/5, 1/5. Show that a single copy is passively ordered, but that two copies violate complete passivity through

E_tot(0, 2) < E_tot(1, 1) and w(0, 2) < w(1, 1).

**Solution.** The populations never increase with energy, so the single-copy condition holds. For two copies,

E_tot(0, 2) = 0 + 3 = 3, w(0, 2) = (2/5)(1/5) = 2/25,

E_tot(1, 1) = 2 + 2 = 4, w(1, 1) = (2/5)(2/5) = 4/25.

The pair with the higher energy has the larger population. Exchanging these two pairs, as in part (a), lowers the mean energy by (4/25 − 2/25)(4 − 3) = 2/25.

Lean checks all pairs of single levels by cases with `fin_cases`, then applies the assumed complete passivity to the tuples `![0, 2]` and `![1, 1]`, which yields the false inequality 4/25 ≤ 2/25.

```lean
/-- Populations `2/5, 2/5, 1/5` on energies `0, 2, 3` are ordered passively for a single copy, but
they are not completely passive. -/
theorem passive_not_completelyPassive :
    (∀ i j : Fin 3, (![0, 2, 3] : Fin 3 → ℝ) i < (![0, 2, 3] : Fin 3 → ℝ) j →
      (![2/5, 2/5, 1/5] : Fin 3 → ℝ) j ≤ (![2/5, 2/5, 1/5] : Fin 3 → ℝ) i) ∧
    ¬ CompletelyPassive (![0, 2, 3] : Fin 3 → ℝ) ![2/5, 2/5, 1/5] := by
  constructor
  · intro i j
    fin_cases i <;> fin_cases j <;> norm_num
  · -- two copies: the pair (1, 1) is higher in energy than (0, 2) and more populated
    intro h
    have h1 := h 2 ![0, 2] ![1, 1] (by
      simp only [energy, Fin.sum_univ_two]
      change (0 : ℝ) + 3 < 2 + 2
      norm_num)
    simp only [weight, Fin.prod_univ_two] at h1
    change (2 / 5 : ℝ) * (2 / 5) ≤ 2 / 5 * (1 / 5) at h1
    norm_num at h1

end

end CompletePassivity
```

```lean
#print axioms CompletePassivity.completelyPassive_iff_no_work
#print axioms CompletePassivity.completelyPassive_iff_gibbs
#print axioms CompletePassivity.gibbs_beta_unique
#print axioms CompletePassivity.passive_not_completelyPassive
```

```
'CompletePassivity.completelyPassive_iff_no_work' depends on axioms: [propext, Classical.choice, Quot.sound]
'CompletePassivity.completelyPassive_iff_gibbs' depends on axioms: [propext, Classical.choice, Quot.sound]
'CompletePassivity.gibbs_beta_unique' depends on axioms: [propext, Classical.choice, Quot.sound]
'CompletePassivity.passive_not_completelyPassive' depends on axioms: [propext, Classical.choice, Quot.sound]
```
